# Displacements determine every symmetry-adapted Hessian exactly when their images under a finite group span the space

## Displacements, responses and the group action

Let \(V\) be a finite-dimensional real inner-product space of displacements from a reference geometry. For a molecule or supercell of \(N\) atoms it is \(\mathbb R^{3N}\). A finite group \(G\) acts on \(V\) by linear isometries \(\rho(g)\), and we write \(gv\) for \(\rho(g)v\). In the atomic case \(g\) permutes equivalent atoms and rotates or reflects their displacement vectors.

A Hessian is a linear map \(H:V\to V\) that is symmetric and commutes with the action:
\[
\langle Hx,y\rangle=\langle x,Hy\rangle,\qquad H(gv)=g(Hv).
\]
The first condition expresses the equality of mixed second derivatives of the energy. The second holds because the energy is invariant under \(G\) and the reference geometry is fixed by it.

The response to a displacement \(u\) is \(Hu\), which is minus the first-order change of the force. The force constant along \(w\neq0\) is taken as \(\langle w,Hw\rangle\); the second derivative of the energy with respect to length along \(w\) is \(\langle w,Hw\rangle/\|w\|^2\).

## The spanning criterion

Given displacements \(u_i\), suppose that all responses \(Hu_i\) are known. They determine the Hessian if any two Hessians with these responses are equal. The result is
\[
\text{the } u_i \text{ determine the Hessian}\iff \operatorname{span}\{gu_i\}=V .
\]
For \(m\) displacements this requires \(\dim V\le |G|\,m\). If the span is incomplete, some force constant can take any real value without altering a single response. For harmonic vibrational calculations on a finite molecule or supercell, the criterion decides which sets of displacements suffice when the symmetry of \(H\) and its commutation with \(G\) are the only constraints used.

In Lean, `ρ : G →* (V ≃ₗᵢ[ℝ] V)` is the orthogonal action, and `IsHessian ρ H` bundles the two conditions on \(H\). The family `u : ι → V` lists the displacements, `orbitSpan ρ u` is the span of their images, and `Determines ρ u` is the uniqueness statement above. The criterion is `determines_iff_span`. The index type `ι` may be infinite there; only the count in `dimension_le_of_determines` needs it finite.

Three features of the model matter for its use:

- Responses are exact and linear, so anharmonicity and noise in the forces are absent.
- Commutation with \(G\) is part of the definition of a Hessian and is not derived from an energy function.
- Neither stability nor a zero response to uniform translations of all atoms is imposed on \(H\).

## Carrying responses through the group

Let \(H\) and \(H'\) be Hessians with \(Hu_i=H'u_i\) for all \(i\). Then
\[
H(gu_i)=g(Hu_i)=g(H'u_i)=H'(gu_i).
\]
By linearity \(H\) and \(H'\) agree on the span of all \(gu_i\). If this span is \(V\), they are equal.

## A spring that the displacements do not feel

For the converse, attach to a vector \(w\) the symmetrized spring
\[
S_wv=\sum_{g\in G}\langle gw,v\rangle\,gw .
\]
It is symmetric, since \(\langle S_wx,y\rangle=\sum_g\langle gw,x\rangle\langle gw,y\rangle\) is unchanged when \(x\) and \(y\) are exchanged. It commutes with every \(h\in G\): replacing the summation variable \(g\) by \(hg\) gives
\[
S_w(hv)=\sum_g\langle hgw,hv\rangle\,hgw
=h\sum_g\langle gw,v\rangle\,gw=h(S_wv).
\]
So \(S_w\) is itself a Hessian.

Suppose that \(w\) is orthogonal to every \(gu_i\). Then \(\langle gw,u_i\rangle=\langle w,g^{-1}u_i\rangle=0\) for all \(g\), and therefore \(S_wu_i=0\). Along \(w\neq0\), however, the spring is stiff:
\[
\langle w,S_ww\rangle=\sum_g\langle gw,w\rangle^2\ge\|w\|^4>0,
\]
where the lower bound is the term of the identity. For a unit vector the force constant is thus at least 1.

Now take any Hessian \(H\) and any real \(c\), and set
\[
H'=H+\frac{c-\langle w,Hw\rangle}{\langle w,S_ww\rangle}\,S_w .
\]
This is a Hessian with \(H'u_i=Hu_i\) for all \(i\) and \(\langle w,H'w\rangle=c\).

If the span of the \(gu_i\) is not all of \(V\), its orthogonal complement contains a nonzero \(w\). The construction with \(H=0\) and \(c=1\) then gives a nonzero Hessian with zero response to every \(u_i\), so the displacements do not determine the Hessian.

## The smallest number of displacements

There are at most \(|G|\,m\) different vectors \(gu_i\), so they can span \(V\) only if \(\dim V\le|G|\,m\). This condition is necessary but in general not sufficient, because images may coincide or be linearly dependent.

The bound is attained when \(G\) permutes \(|G|\) equivalent coordinates by left multiplication. Label the unit vectors \(e_g\) by group elements. Since \(g e_1=e_g\), the single displacement \(e_1\) generates the whole basis. An example is a ring of equivalent atoms under its cyclic rotation group, with one out-of-plane coordinate per atom: the response to moving one atom fixes the whole Hessian of these coordinates.

## Three displacements for a water molecule

In a finite-displacement calculation with central differences, one computes the forces \(F\) at the geometries displaced by \(\pm\delta u_i\) and forms
\[
Hu_i\approx\frac{F(-\delta u_i)-F(\delta u_i)}{2\delta}.
\]
The vectors \(gu_i\) become the columns of a matrix \(A\), and the transformed responses \(g(Hu_i)\) the columns of a matrix \(B\). The Hessian solves \(HA=B\), which has a unique solution for exact data when \(A\) has full row rank. That is the spanning condition.

For water, \(\dim V=9\) and the point group \(C_{2v}\) has order 4, so the criterion requires at least three displacements. Put the molecule in the \(yz\) plane with the twofold axis along \(z\). Three suffice:

- Oxygen along \((1,1,1)\). Its images \((\pm1,\pm1,1)\) span the three oxygen coordinates.
- One hydrogen along \((1,1,0)\). Its images span the \(x\) and \(y\) coordinates of both hydrogens.
- The same hydrogen along \((0,0,1)\). Its images span both \(z\) coordinates.

Translational invariance saves one of them. Uniform translations have zero response, so they can join the list without a force calculation. Together with the hydrogen coordinates they span the oxygen coordinates, and the first displacement becomes unnecessary. This example is ordinary linear algebra added to the formal development below.

## Definitions and theorems in Lean

```lean
import Mathlib

open scoped InnerProductSpace

namespace SymmetryReducedHessian

noncomputable section

variable {G V ι : Type*} [Group G] [NormedAddCommGroup V] [InnerProductSpace ℝ V]

/-- A symmetry-adapted Hessian: a symmetric linear map that commutes with every
operation of the group. -/
structure IsHessian (ρ : G →* (V ≃ₗᵢ[ℝ] V)) (H : V →ₗ[ℝ] V) : Prop where
  symm : ∀ x y, ⟪H x, y⟫_ℝ = ⟪x, H y⟫_ℝ
  equivariant : ∀ g v, H (ρ g v) = ρ g (H v)

/-- The space spanned by all symmetry images of the displacements `u i`. -/
def orbitSpan (ρ : G →* (V ≃ₗᵢ[ℝ] V)) (u : ι → V) : Submodule ℝ V :=
  Submodule.span ℝ (Set.range fun p : G × ι => ρ p.1 (u p.2))

/-- The displacements determine the Hessian if two symmetry-adapted Hessians with the same
responses to all of them are equal. -/
def Determines (ρ : G →* (V ≃ₗᵢ[ℝ] V)) (u : ι → V) : Prop :=
  ∀ H H' : V →ₗ[ℝ] V, IsHessian ρ H → IsHessian ρ H' →
    (∀ i, H (u i) = H' (u i)) → H = H'

/-- The symmetrized spring along `w`: the sum over the group of the maps `v ↦ ⟪ρ g w, v⟫_ℝ • ρ g w`.
-/
def symmetrizedSpring [Fintype G] (ρ : G →* (V ≃ₗᵢ[ℝ] V)) (w : V) : V →ₗ[ℝ] V where
  toFun v := ∑ g : G, ⟪ρ g w, v⟫_ℝ • ρ g w
  map_add' x y := by simp [inner_add_right, add_smul, Finset.sum_add_distrib]
  map_smul' a x := by simp [real_inner_smul_right, mul_smul, Finset.smul_sum]

/-- Two symmetry-adapted Hessians with the same responses to the displacements agree on the
whole span of the symmetry images of these displacements. -/
theorem responses_extend (ρ : G →* (V ≃ₗᵢ[ℝ] V)) (u : ι → V) {H H' : V →ₗ[ℝ] V}
    (hH : IsHessian ρ H) (hH' : IsHessian ρ H') (h : ∀ i, H (u i) = H' (u i))
    {v : V} (hv : v ∈ orbitSpan ρ u) : H v = H' v := by
  unfold orbitSpan at hv
  induction hv using Submodule.span_induction with
  | mem x hx =>
    obtain ⟨⟨g, i⟩, rfl⟩ := hx
    show H (ρ g (u i)) = H' (ρ g (u i))
    rw [hH.equivariant, hH'.equivariant, h]
  | zero => rw [map_zero, map_zero]
  | add x y _ _ hx hy => rw [map_add, map_add, hx, hy]
  | smul a x _ hx => rw [map_smul, map_smul, hx]

/-- The symmetrized spring is a symmetry-adapted Hessian. -/
theorem symmetrizedSpring_isHessian [Fintype G] (ρ : G →* (V ≃ₗᵢ[ℝ] V)) (w : V) :
    IsHessian ρ (symmetrizedSpring ρ w) where
  symm x y := by
    show ⟪∑ g : G, ⟪ρ g w, x⟫_ℝ • ρ g w, y⟫_ℝ = ⟪x, ∑ g : G, ⟪ρ g w, y⟫_ℝ • ρ g w⟫_ℝ
    rw [sum_inner, inner_sum]
    refine Finset.sum_congr rfl fun g _ => ?_
    rw [real_inner_smul_left, real_inner_smul_right, real_inner_comm x (ρ g w)]
    ring
  equivariant h v := by
    show ∑ g : G, ⟪ρ g w, ρ h v⟫_ℝ • ρ g w = ρ h (∑ g : G, ⟪ρ g w, v⟫_ℝ • ρ g w)
    rw [map_sum]
    -- relabel the group sum by g ↦ h g
    refine (Equiv.sum_comp (Equiv.mulLeft h)
      (fun g => ⟪ρ g w, ρ h v⟫_ℝ • ρ g w)).symm.trans ?_
    refine Finset.sum_congr rfl fun g _ => ?_
    have e : ρ (h * g) w = ρ h (ρ g w) := by rw [map_mul]; rfl
    show ⟪ρ (h * g) w, ρ h v⟫_ℝ • ρ (h * g) w = ρ h (⟪ρ g w, v⟫_ℝ • ρ g w)
    rw [e, LinearIsometryEquiv.inner_map_map, map_smul]

/-- The symmetrized spring along `w` exerts no force under a displacement `v` all of whose
symmetry images are orthogonal to `w`. -/
theorem symmetrizedSpring_silent [Fintype G] (ρ : G →* (V ≃ₗᵢ[ℝ] V)) {w v : V}
    (h : ∀ g, ⟪w, ρ g v⟫_ℝ = 0) : symmetrizedSpring ρ w v = 0 := by
  show ∑ g : G, ⟪ρ g w, v⟫_ℝ • ρ g w = 0
  refine Finset.sum_eq_zero fun g _ => ?_
  have e : ρ g (ρ g⁻¹ v) = v := by
    have e' : ρ (g * g⁻¹) v = ρ g (ρ g⁻¹ v) := by rw [map_mul]; rfl
    rw [← e', mul_inv_cancel, map_one]
    rfl
  have k : ⟪ρ g w, v⟫_ℝ = 0 := by
    calc ⟪ρ g w, v⟫_ℝ = ⟪ρ g w, ρ g (ρ g⁻¹ v)⟫_ℝ := by rw [e]
      _ = ⟪w, ρ g⁻¹ v⟫_ℝ := LinearIsometryEquiv.inner_map_map _ _ _
      _ = 0 := h _
  rw [k, zero_smul]

/-- The symmetrized spring along a nonzero `w` has positive curvature along `w`. -/
theorem symmetrizedSpring_pos [Fintype G] (ρ : G →* (V ≃ₗᵢ[ℝ] V)) {w : V} (hw : w ≠ 0) :
    0 < ⟪w, symmetrizedSpring ρ w w⟫_ℝ := by
  show 0 < ⟪w, ∑ g : G, ⟪ρ g w, w⟫_ℝ • ρ g w⟫_ℝ
  rw [inner_sum]
  refine Finset.sum_pos' (fun g _ => ?_) ⟨1, Finset.mem_univ _, ?_⟩
  · rw [real_inner_smul_right, real_inner_comm w (ρ g w)]
    exact mul_self_nonneg _
  · -- the identity operation alone contributes ‖w‖⁴
    have e : ρ 1 w = w := by rw [map_one]; rfl
    rw [e, real_inner_smul_right]
    have hp : 0 < ⟪w, w⟫_ℝ := real_inner_self_pos.2 hw
    exact mul_pos hp hp

/-- Let the group be finite and let a nonzero `w` be orthogonal to all symmetry images of the
displacements. Then for every symmetry-adapted Hessian and every real `c` there is a
symmetry-adapted Hessian with the same responses and with force constant `c` along `w`. -/
theorem force_constant_arbitrary [Fintype G] (ρ : G →* (V ≃ₗᵢ[ℝ] V)) (u : ι → V) {w : V}
    (hw : w ≠ 0) (hperp : ∀ g i, ⟪w, ρ g (u i)⟫_ℝ = 0) {H : V →ₗ[ℝ] V}
    (hH : IsHessian ρ H) (c : ℝ) :
    ∃ H' : V →ₗ[ℝ] V, IsHessian ρ H' ∧ (∀ i, H' (u i) = H (u i)) ∧ ⟪w, H' w⟫_ℝ = c := by
  have hS := symmetrizedSpring_isHessian ρ w
  have hk := symmetrizedSpring_pos ρ hw
  refine ⟨H + ((c - ⟪w, H w⟫_ℝ) / ⟪w, symmetrizedSpring ρ w w⟫_ℝ) • symmetrizedSpring ρ w,
    ⟨fun x y => ?_, fun g v => ?_⟩, fun i => ?_, ?_⟩
  · simp only [LinearMap.add_apply, LinearMap.smul_apply, inner_add_left, inner_add_right,
      real_inner_smul_left, real_inner_smul_right]
    rw [hH.symm x y, hS.symm x y]
  · simp only [LinearMap.add_apply, LinearMap.smul_apply]
    rw [hH.equivariant, hS.equivariant, map_add, map_smul]
  · rw [LinearMap.add_apply, LinearMap.smul_apply,
      symmetrizedSpring_silent ρ (fun g => hperp g i), smul_zero, add_zero]
  · rw [LinearMap.add_apply, LinearMap.smul_apply, inner_add_right, real_inner_smul_right,
      div_mul_cancel₀ _ hk.ne']
    ring

/-- For a finite group acting orthogonally on a finite-dimensional space, the displacements
determine every symmetry-adapted Hessian exactly when their symmetry images span the space. -/
theorem determines_iff_span [Fintype G] [FiniteDimensional ℝ V]
    (ρ : G →* (V ≃ₗᵢ[ℝ] V)) (u : ι → V) :
    Determines ρ u ↔ orbitSpan ρ u = ⊤ := by
  constructor
  · intro hdet
    by_contra hne
    -- an incomplete span leaves a nonzero orthogonal direction w
    have hbot : (orbitSpan ρ u)ᗮ ≠ ⊥ := fun h => hne (Submodule.orthogonal_eq_bot_iff.1 h)
    obtain ⟨w, hwK, hw⟩ := Submodule.exists_mem_ne_zero_of_ne_bot hbot
    have hperp : ∀ g i, ⟪w, ρ g (u i)⟫_ℝ = 0 := fun g i =>
      (Submodule.mem_orthogonal' _ _).1 hwK _ (Submodule.subset_span ⟨(g, i), rfl⟩)
    have h0 : IsHessian ρ (0 : V →ₗ[ℝ] V) := ⟨fun x y => by simp, fun g v => by simp⟩
    obtain ⟨H', hH', hresp, hc⟩ := force_constant_arbitrary ρ u hw hperp h0 1
    rw [hdet H' 0 hH' h0 hresp] at hc
    simp at hc
  · intro hspan H H' hH hH' h
    refine LinearMap.ext fun v => responses_extend ρ u hH hH' h ?_
    rw [hspan]
    exact Submodule.mem_top

/-- Displacements that determine every symmetry-adapted Hessian number at least the dimension
of the space divided by the order of the finite group. -/
theorem dimension_le_of_determines [Fintype G] [Fintype ι] [FiniteDimensional ℝ V]
    (ρ : G →* (V ≃ₗᵢ[ℝ] V)) (u : ι → V) (h : Determines ρ u) :
    Module.finrank ℝ V ≤ Fintype.card G * Fintype.card ι := by
  have hs := (determines_iff_span ρ u).1 h
  unfold orbitSpan at hs
  have hc := finrank_range_le_card (R := ℝ) (fun p : G × ι => ρ p.1 (u p.2))
  rw [Set.finrank, hs, finrank_top, Fintype.card_prod] at hc
  exact hc

/-- The regular action: the group permutes coordinates labelled by its own elements through
left multiplication. -/
def regularAction (G : Type*) [Group G] [Fintype G] :
    G →* (EuclideanSpace ℝ G ≃ₗᵢ[ℝ] EuclideanSpace ℝ G) where
  toFun g := LinearIsometryEquiv.piLpCongrLeft 2 ℝ ℝ (Equiv.mulLeft g)
  map_one' := by
    refine LinearIsometryEquiv.ext fun v => PiLp.ext fun i => ?_
    show v.ofLp ((1 : G)⁻¹ * i) = v.ofLp i
    rw [inv_one, one_mul]
  map_mul' g h := by
    refine LinearIsometryEquiv.ext fun v => PiLp.ext fun i => ?_
    show v.ofLp ((g * h)⁻¹ * i) = v.ofLp (h⁻¹ * (g⁻¹ * i))
    rw [mul_inv_rev, mul_assoc]

/-- The bound is attained: for the regular action the dimension equals the group order, and
a unit displacement of one coordinate determines every symmetry-adapted Hessian. -/
theorem one_displacement_suffices [Fintype G] [DecidableEq G] :
    Module.finrank ℝ (EuclideanSpace ℝ G) = Fintype.card G ∧
      Determines (regularAction G) (fun _ : Unit => EuclideanSpace.single (1 : G) (1 : ℝ)) := by
  refine ⟨finrank_euclideanSpace, (determines_iff_span _ _).2 ?_⟩
  unfold orbitSpan
  rw [eq_top_iff, ← (EuclideanSpace.basisFun G ℝ).toBasis.span_eq]
  apply Submodule.span_mono
  rintro _ ⟨g, rfl⟩
  refine ⟨(g, ()), ?_⟩
  rw [OrthonormalBasis.coe_toBasis, EuclideanSpace.basisFun_apply]
  -- the operation g moves the displaced coordinate from 1 to g
  refine PiLp.ext fun i => ?_
  show (EuclideanSpace.single (1 : G) (1 : ℝ)).ofLp (g⁻¹ * i) =
    (EuclideanSpace.single g (1 : ℝ)).ofLp i
  by_cases h : i = g
  · subst h
    simp
  · have h' : g⁻¹ * i ≠ 1 := fun e => h (inv_mul_eq_one.1 e).symm
    simp [h, h']

end

end SymmetryReducedHessian
```

```lean
#print axioms SymmetryReducedHessian.determines_iff_span
-- 'SymmetryReducedHessian.determines_iff_span' depends on axioms: [propext, Classical.choice, Quot.sound]
#print axioms SymmetryReducedHessian.dimension_le_of_determines
-- 'SymmetryReducedHessian.dimension_le_of_determines' depends on axioms: [propext, Classical.choice, Quot.sound]
#print axioms SymmetryReducedHessian.one_displacement_suffices
-- 'SymmetryReducedHessian.one_displacement_suffices' depends on axioms: [propext, Classical.choice, Quot.sound]
```

## Span induction, relabelled sums and an orthogonal vector

`responses_extend` carries the responses through the group. `Submodule.span_induction` reduces the claim to the generators \(gu_i\), to zero, to sums and to scalar multiples. On a generator, the rewrite with `hH.equivariant`, `hH'.equivariant` and `h` is the displayed chain of equalities. This lemma needs neither a finite group nor a finite-dimensional space.

`symmetrizedSpring` defines \(S_w\) together with its linearity. In `symmetrizedSpring_isHessian`, symmetry is compared term by term after the inner product has been moved inside the sum. For equivariance, `Equiv.sum_comp` with `Equiv.mulLeft h` performs the change of variable from \(g\) to \(hg\), and `LinearIsometryEquiv.inner_map_map` removes \(h\) from both sides of the inner product.

`symmetrizedSpring_silent` shows that every term of \(S_wv\) vanishes. It writes \(v=g(g^{-1}v)\), uses the isometry property and applies the orthogonality hypothesis to \(g^{-1}\). `symmetrizedSpring_pos` applies `Finset.sum_pos'`: all terms are squares, and the identity contributes a strictly positive one.

`force_constant_arbitrary` supplies the explicit \(H'\). Its four remaining goals are symmetry, equivariance, unchanged responses and the prescribed force constant. The last uses `hk.ne'`, the fact that the denominator is nonzero.

In `determines_iff_span`, the forward direction assumes that the span is incomplete. `Submodule.orthogonal_eq_bot_iff` shows that the orthogonal complement is then nonzero; finite dimension enters here. After a nonzero \(w\) has been chosen, the previous theorem is applied to the zero Hessian with \(c=1\). `Determines` would force \(H'=0\), which turns `hc` into \(0=1\). The reverse direction is `responses_extend` applied to every vector.

`dimension_le_of_determines` converts determination into spanning and bounds the dimension by the number of pairs \((g,i)\), using `finrank_range_le_card`.

`regularAction` acts on coordinates by \((gv)_i=v_{g^{-1}i}\), where \(i\) is now a group element. The two homomorphism laws follow from the rules for inverses. In `one_displacement_suffices`, it is enough that each basis vector \(e_g\) occurs among the images of \(e_1\). The final case distinction checks \(ge_1=e_g\) coordinate by coordinate: both sides are 1 at \(i=g\) and 0 elsewhere.
